# A stronger field strictly increases the ground-state orientation of an $M=0$ rotor truncated to two or more levels

A rigid linear polar molecule in a static field has rotational energy $B\,\mathbf J^2-\mu\mathcal E\cos\theta$, where $B$ is the rotational constant, $\mu$ the dipole moment, $\mathcal E$ the field strength and $\theta$ the angle between dipole and field. In units of $B$, with $w=\mu\mathcal E/B$, its $M=0$ block on the levels $J=0,\dots,N$ is

$$H(w)=D-wC,\qquad D=\mathrm{diag}(J(J+1)),\qquad C_{J,J+1}=C_{J+1,J}=\frac{J+1}{\sqrt{(2J+1)(2J+3)}},$$

with all other entries of $C$ zero. These couplings are the matrix elements of $\cos\theta$ between neighbouring levels. They are entered as a definition, not derived from spherical harmonics.

In Lean 4 with Mathlib:

```lean
import Mathlib

open Matrix

namespace PendularRotor

noncomputable section

/-- The coupling strength of `cos θ` between the rotor levels `J` and `J + 1` at `M = 0`. -/
def cosCoeff (J : ℕ) : ℝ := (J + 1) / √((2 * J + 1) * (2 * J + 3))

/-- The matrix of `cos θ` on the levels `J = 0, ..., N`: symmetric and tridiagonal, with zero
diagonal. -/
def cosMatrix (N : ℕ) : Matrix (Fin (N + 1)) (Fin (N + 1)) ℝ := fun i j =>
  (if (i : ℕ) + 1 = j then cosCoeff i else 0) + (if (j : ℕ) + 1 = i then cosCoeff j else 0)

/-- The rotor Hamiltonian `J(J+1) - w cos θ` in a field of reduced strength `w`. -/
def pendular (N : ℕ) (w : ℝ) : Matrix (Fin (N + 1)) (Fin (N + 1)) ℝ :=
  diagonal (fun J : Fin (N + 1) => ((J : ℕ) : ℝ) * (((J : ℕ) : ℝ) + 1)) - w • cosMatrix N
```

A state is represented here by a real vector `Fin (N + 1) → ℝ` whose entry $u_J$ is the amplitude of level $J$. Amplitudes are complex in general, but $H(w)$ is real and symmetric, so its eigenvectors can be chosen real. Its orientation is $o(u)=\langle u,Cu\rangle$, the mean of $\cos\theta$ when $u$ has unit length.

```lean
/-- The orientation `⟨u, cos θ u⟩` of a rotor state. -/
def orientation {N : ℕ} (u : Fin (N + 1) → ℝ) : ℝ := u ⬝ᵥ cosMatrix N *ᵥ u
```

## A symmetric Hamiltonian and a unit vector at its lowest eigenvalue

Symmetry makes the energies real and is proved from the definitions. Let $e(w)$ be the least eigenvalue, `groundEnergy`.

```lean
/-- The rotor Hamiltonian is a symmetric matrix. -/
theorem pendular_transpose (N : ℕ) (w : ℝ) : (pendular N w)ᵀ = pendular N w := by
  have hC : (cosMatrix N)ᵀ = cosMatrix N := by
    ext i j
    exact add_comm _ _
  rw [pendular, transpose_sub, transpose_smul, diagonal_transpose, hC]

lemma pendular_isHermitian (N : ℕ) (w : ℝ) : (pendular N w).IsHermitian := by
  rw [Matrix.IsHermitian, conjTranspose_eq_transpose_of_trivial, pendular_transpose]

/-- The lowest eigenvalue of the rotor Hamiltonian. -/
def groundEnergy (N : ℕ) (w : ℝ) : ℝ :=
  Finset.univ.inf' Finset.univ_nonempty (pendular_isHermitian N w).eigenvalues
```

The hypothesis `IsGround w u` says that the molecule is in its lowest state at field $w$: $\langle u,u\rangle=1$ and $H(w)u=e(w)u$. Without the unit length, $o(u)$ would scale with the squared norm. Without the lowest eigenvalue the sign can fail: for $N=1$ and $w>0$ the upper state points against the field.

```lean
/-- A ground vector: a unit eigenvector for the lowest eigenvalue. -/
def IsGround {N : ℕ} (w : ℝ) (u : Fin (N + 1) → ℝ) : Prop :=
  u ⬝ᵥ u = 1 ∧ pendular N w *ᵥ u = groundEnergy N w • u

/-- A ground vector exists at every field strength. -/
theorem exists_ground (N : ℕ) (w : ℝ) : ∃ u : Fin (N + 1) → ℝ, IsGround w u := by
  have hA := pendular_isHermitian N w
  obtain ⟨i, _, hi⟩ := Finset.exists_mem_eq_inf' Finset.univ_nonempty hA.eigenvalues
  refine ⟨(hA.eigenvectorBasis i).ofLp, ?_, ?_⟩
  · have h := real_inner_self_eq_norm_sq (hA.eigenvectorBasis i)
    rw [EuclideanSpace.inner_eq_star_dotProduct, hA.eigenvectorBasis.orthonormal.1 i,
      star_trivial, one_pow] at h
    exact h
  · rw [groundEnergy, hi]
    exact hA.mulVec_eigenvectorBasis i
```

By hand, expand $v=\sum_i c_ib_i$ in orthonormal eigenvectors with eigenvalues $\lambda_i$. Then

$$\langle v,H(w)v\rangle=\sum_i\lambda_ic_i^2\ \ge\ e(w)\sum_ic_i^2 .$$

If a unit vector attains equality, then $\sum_i(\lambda_i-e(w))c_i^2=0$, so only components with $\lambda_i=e(w)$ survive and the vector is a ground vector. In the proof of the bound, `pars` is the expansion and `heig` moves $H$ onto the eigenvector. The equality case, `eigen_of_min`, uses that $H(w)-e(w)$ is positive semidefinite, so a zero mean value forces a zero image.

```lean
/-- The variational principle: no state has mean energy below the ground energy. -/
theorem groundEnergy_mul_le (N : ℕ) (w : ℝ) (v : Fin (N + 1) → ℝ) :
    groundEnergy N w * (v ⬝ᵥ v) ≤ v ⬝ᵥ pendular N w *ᵥ v := by
  have hA := pendular_isHermitian N w
  let b := hA.eigenvectorBasis
  -- expansion in the eigenbasis
  have pars : ∀ x y : Fin (N + 1) → ℝ,
      x ⬝ᵥ y = ∑ i, (x ⬝ᵥ (b i).ofLp) * ((b i).ofLp ⬝ᵥ y) := by
    intro x y
    have h := b.sum_inner_mul_inner (WithLp.toLp 2 x) (WithLp.toLp 2 y)
    simp only [EuclideanSpace.inner_eq_star_dotProduct, star_trivial] at h
    rw [dotProduct_comm x y, ← h]
    exact Finset.sum_congr rfl fun i _ => by rw [dotProduct_comm x, dotProduct_comm y]
  have heb : ∀ i, pendular N w *ᵥ (b i).ofLp = hA.eigenvalues i • (b i).ofLp :=
    fun i => hA.mulVec_eigenvectorBasis i
  have heig : ∀ i, (b i).ofLp ⬝ᵥ pendular N w *ᵥ v
      = hA.eigenvalues i * ((b i).ofLp ⬝ᵥ v) := by
    intro i
    rw [dotProduct_mulVec, ← mulVec_transpose, pendular_transpose, heb, smul_dotProduct,
      smul_eq_mul]
  rw [pars v v, pars v (pendular N w *ᵥ v), Finset.mul_sum]
  refine Finset.sum_le_sum fun i _ => ?_
  rw [heig, dotProduct_comm v]
  have hle : groundEnergy N w ≤ hA.eigenvalues i := Finset.inf'_le _ (Finset.mem_univ i)
  nlinarith [mul_le_mul_of_nonneg_right hle (mul_self_nonneg ((b i).ofLp ⬝ᵥ v))]

lemma eigen_of_min {N : ℕ} {w : ℝ} {u : Fin (N + 1) → ℝ} (h1 : u ⬝ᵥ u = 1)
    (h : u ⬝ᵥ pendular N w *ᵥ u = groundEnergy N w) :
    pendular N w *ᵥ u = groundEnergy N w • u := by
  have hmul : ∀ v, (pendular N w - groundEnergy N w • (1 : Matrix _ _ ℝ)) *ᵥ v
      = pendular N w *ᵥ v - groundEnergy N w • v := by
    intro v
    rw [sub_mulVec, smul_mulVec, one_mulVec]
  have hps : (pendular N w - groundEnergy N w • (1 : Matrix _ _ ℝ)).PosSemidef := by
    refine PosSemidef.of_dotProduct_mulVec_nonneg ?_ fun v => ?_
    · simp [Matrix.IsHermitian, pendular_transpose]
    · rw [star_trivial, hmul, dotProduct_sub, dotProduct_smul, smul_eq_mul]
      linarith [groundEnergy_mul_le N w v]
  have h0 := (hps.dotProduct_mulVec_zero_iff u).1 (by
    rw [star_trivial, hmul, dotProduct_sub, dotProduct_smul, h, h1, smul_eq_mul, mul_one,
      sub_self])
  rw [hmul] at h0
  exact sub_eq_zero.1 h0
```

## Couplings only between levels of opposite parity

Inversion multiplies $u_J$ by $(-1)^J$; call this map $P$. It preserves dot products and commutes with $D$. Since $C$ changes $J$ by one, $PCP=-C$, and hence $H(-w)P=PH(w)$. If $u$ is a ground vector at $w$, then $Pu$ has mean energy $e(w)$ at $-w$, so $e(-w)\le e(w)$. Exchanging $w$ and $-w$ gives equality.

In `pendular_parity` the sign change is the statement `hc`, checked entry by entry. If the $J=0$ level had a nonzero mean of $\cos\theta$, the energy would have a linear term at $w=0$ and would not be even.

```lean
/-- Space inversion of a rotor state: the amplitude of level `J` is multiplied by `(-1)^J`. -/
def parity {N : ℕ} (u : Fin (N + 1) → ℝ) : Fin (N + 1) → ℝ := fun j => (-1) ^ (j : ℕ) * u j

lemma parity_dot {N : ℕ} (x y : Fin (N + 1) → ℝ) : parity x ⬝ᵥ parity y = x ⬝ᵥ y := by
  refine Finset.sum_congr rfl fun j _ => ?_
  have hs : (-1 : ℝ) ^ (j : ℕ) * (-1) ^ (j : ℕ) = 1 := by
    rw [← mul_pow]
    norm_num
  simp only [parity]
  linear_combination (x j * y j) * hs

/-- Space inversion turns the Hamiltonian at field `w` into the one at field `-w`. -/
theorem pendular_parity {N : ℕ} (w : ℝ) (u : Fin (N + 1) → ℝ) :
    pendular N (-w) *ᵥ parity u = parity (pendular N w *ᵥ u) := by
  funext i
  simp only [parity, mulVec, dotProduct, Finset.mul_sum]
  refine Finset.sum_congr rfl fun j _ => ?_
  -- `cos θ` connects only levels of opposite parity
  have hc : (-1 : ℝ) ^ (j : ℕ) * cosMatrix N i j = -((-1) ^ (i : ℕ) * cosMatrix N i j) := by
    simp only [cosMatrix]
    split_ifs with h1 h2 h2
    · omega
    · rw [← h1, pow_succ]
      ring
    · rw [← h2, pow_succ]
      ring
    · simp
  simp only [pendular, Matrix.sub_apply, Matrix.smul_apply, smul_eq_mul]
  rcases eq_or_ne i j with rfl | h
  · linear_combination w * u i * hc
  · rw [diagonal_apply_ne _ h]
    linear_combination w * u j * hc

/-- The ground energy is an even function of the field. -/
theorem groundEnergy_neg (N : ℕ) (w : ℝ) : groundEnergy N (-w) = groundEnergy N w := by
  have key : ∀ w, groundEnergy N (-w) ≤ groundEnergy N w := by
    intro w
    obtain ⟨u, h1, h2⟩ := exists_ground N w
    have h := groundEnergy_mul_le N (-w) (parity u)
    rw [pendular_parity, parity_dot, parity_dot, h2, dotProduct_smul, h1, smul_eq_mul,
      mul_one, mul_one] at h
    exact h
  exact le_antisymm (key w) (by simpa using key (-w))
```

## At least two rotational levels

The hypothesis `1 ≤ N` gives the field something to mix. For $N=0$ we have $C=0$, so energy and orientation vanish at every field and the strict inequalities fail.

It enters by hand as follows. Suppose $Du=du$ and $Cu=cu$ with $u\neq0$. If $u_j$ and $u_k$ are both nonzero, then $j(j+1)=k(k+1)$, that is, $(j-k)(j+k+1)=0$, so $j=k$. Thus $u$ occupies one level $k$. As $N\ge1$, this level has a neighbour $j$, where $(Cu)_j=C_{jk}u_k\neq0$ while $cu_j=0$, a contradiction. The proof of `no_common_eigenvector` follows these steps, and uses only the positivity of the couplings, not their values.

```lean
lemma no_common_eigenvector {N : ℕ} (hN : 1 ≤ N) {u : Fin (N + 1) → ℝ} (hu : u ⬝ᵥ u = 1)
    {d c : ℝ}
    (hD : ∀ j : Fin (N + 1), ((j : ℕ) : ℝ) * (((j : ℕ) : ℝ) + 1) * u j = d * u j)
    (hC : ∀ j, (cosMatrix N *ᵥ u) j = c * u j) : False := by
  obtain ⟨k, hk⟩ : ∃ k, u k ≠ 0 := by
    by_contra! h
    have h0 : u = 0 := funext h
    simp [h0] at hu
  -- sharp rotational energy leaves a single level `k`
  have hz : ∀ j, j ≠ k → u j = 0 := by
    intro j hj
    by_contra hne
    have h : (((j : ℕ) : ℝ) - (k : ℕ)) * (((j : ℕ) : ℝ) + (k : ℕ) + 1) = 0 := by
      linear_combination mul_right_cancel₀ hne (hD j) - mul_right_cancel₀ hk (hD k)
    rcases mul_eq_zero.1 h with h | h
    · exact hj (Fin.ext (by exact_mod_cast sub_eq_zero.1 h))
    · exact absurd h (by positivity)
  obtain ⟨j, hj⟩ : ∃ j : Fin (N + 1), (j : ℕ) + 1 = k ∨ (k : ℕ) + 1 = j := by
    by_cases h0 : (k : ℕ) = 0
    · exact ⟨⟨1, by omega⟩, Or.inr (by show (k : ℕ) + 1 = 1; omega)⟩
    · exact ⟨⟨k - 1, by omega⟩, Or.inl (by show (k : ℕ) - 1 + 1 = k; omega)⟩
  have hjk : j ≠ k := by
    rintro rfl
    omega
  -- but `cos θ` carries `k` to its neighbour `j`
  have hpos : 0 < cosMatrix N j k := by
    have hc : ∀ J, 0 < cosCoeff J := fun J => by
      unfold cosCoeff
      positivity
    simp only [cosMatrix]
    rcases hj with h | h
    · rw [if_pos h, if_neg (by omega), add_zero]
      exact hc _
    · rw [if_neg (by omega), if_pos h, zero_add]
      exact hc _
  have hCk : (cosMatrix N *ᵥ u) j = cosMatrix N j k * u k := by
    simp only [mulVec, dotProduct]
    exact Finset.sum_eq_single k (fun i _ hi => by rw [hz i hi, mul_zero]) (by simp)
  have h := hC j
  rw [hCk, hz j hjk, mul_zero] at h
  exact mul_ne_zero hpos.ne' hk h
```

Now take a ground vector $u$ at $w$ and another field $w'\ne w$. Since $H(w')=H(w)-(w'-w)C$, the variational bound gives

$$e(w')\le\langle u,H(w')u\rangle=e(w)-(w'-w)\,o(u).$$

Equality would make $u$ an eigenvector of $H(w')$ too. Subtracting the two eigenvalue equations gives $Cu=cu$ with $c=(e(w)-e(w'))/(w'-w)$, and then $Du=(e(w)+wc)u$, which was just excluded. The inequality is therefore strict. At $w'=w$ both sides agree, which is why `hw` is needed.

```lean
/-- With at least two levels, the ground energy at any other field `w'` lies strictly below the line
through its value at `w` whose slope is minus the orientation of a ground vector at `w`. -/
theorem groundEnergy_lt_tangent {N : ℕ} (hN : 1 ≤ N) {w w' : ℝ} {u : Fin (N + 1) → ℝ}
    (hu : IsGround w u) (hw : w' ≠ w) :
    groundEnergy N w' < groundEnergy N w - (w' - w) * orientation u := by
  obtain ⟨h1, h2⟩ := hu
  have shift : pendular N w' *ᵥ u = pendular N w *ᵥ u - (w' - w) • (cosMatrix N *ᵥ u) := by
    simp only [pendular, sub_mulVec, smul_mulVec]
    module
  have hform : u ⬝ᵥ pendular N w' *ᵥ u
      = groundEnergy N w - (w' - w) * orientation u := by
    rw [shift, h2, dotProduct_sub, dotProduct_smul, dotProduct_smul, h1]
    simp only [orientation, smul_eq_mul, mul_one]
  have hle := groundEnergy_mul_le N w' u
  rw [h1, mul_one, hform] at hle
  refine lt_of_le_of_ne hle fun heq => ?_
  -- equality would make `u` an eigenvector at both fields
  have h3 := eigen_of_min h1 (hform.trans heq.symm)
  rw [shift, h2] at h3
  have hC : ∀ j, (cosMatrix N *ᵥ u) j
      = (groundEnergy N w - groundEnergy N w') / (w' - w) * u j := by
    intro j
    have h := congrFun h3 j
    simp only [Pi.sub_apply, Pi.smul_apply, smul_eq_mul] at h
    rw [div_mul_eq_mul_div, eq_div_iff (sub_ne_zero.2 hw)]
    linarith
  refine no_common_eigenvector hN h1 (d := groundEnergy N w
    + w * ((groundEnergy N w - groundEnergy N w') / (w' - w))) (fun j => ?_) hC
  have h := congrFun h2 j
  simp only [pendular, sub_mulVec, smul_mulVec, Pi.sub_apply, mulVec_diagonal, Pi.smul_apply,
    smul_eq_mul] at h
  linear_combination h + w * hC j
```

## Positive and ordered field strengths

Let the vectors $u_1$ and $u_2$ be ground vectors at the fields $w_1$ and $w_2$. The condition $0<w_1$ fixes the field direction. Putting $w=w_1$, $w'=-w_1$ in the tangent bound and using evenness gives $e(w_1)<e(w_1)+2w_1o(u_1)$, so $o(u_1)>0$. At zero field the ground state is the pure $J=0$ level, with orientation $0$.

The condition $w_1<w_2$ says which field is stronger. The two tangent bounds are

$$e(w_2)<e(w_1)-(w_2-w_1)o(u_1),\qquad e(w_1)<e(w_2)+(w_2-w_1)o(u_2).$$

Their sum is $0<(w_2-w_1)(o(u_2)-o(u_1))$, so $o(u_1)<o(u_2)$. This half does not use the sign of $w_1$. In the code, `nlinarith` combines the bounds `ta` and `tb`. The theorem holds for every choice of ground vectors, so it needs no separate assumption of nondegeneracy.

```lean
/-- Pendular orientation, for at least two levels: in a positive field the ground state has positive
orientation, and a stronger field orients it strictly more. -/
theorem pendular_orientation {N : ℕ} (hN : 1 ≤ N) {w₁ w₂ : ℝ} (h₁ : 0 < w₁) (h₁₂ : w₁ < w₂)
    {u₁ u₂ : Fin (N + 1) → ℝ} (hu₁ : IsGround w₁ u₁) (hu₂ : IsGround w₂ u₂) :
    0 < orientation u₁ ∧ orientation u₁ < orientation u₂ := by
  constructor
  · -- compare with the reversed field
    have t := groundEnergy_lt_tangent hN hu₁ (by linarith : -w₁ < w₁).ne
    rw [groundEnergy_neg] at t
    by_contra! h
    nlinarith
  · have ta := groundEnergy_lt_tangent hN hu₁ h₁₂.ne'
    have tb := groundEnergy_lt_tangent hN hu₂ h₁₂.ne
    by_contra! h
    nlinarith [mul_nonneg (sub_nonneg.2 h₁₂.le) (sub_nonneg.2 h)]
```

For concavity, let $z=ax+by$ with $x\ne y$, $a,b>0$, $a+b=1$, and let $u$ be a ground vector at $z$. Weighting the tangent bounds at $x$ and $y$ cancels the slope terms and gives $ae(x)+be(y)<e(z)$.

For the decrease, let $0\le x<y$ and let $u$ be a ground vector at $x$. The bounds at $y$ and $-y$ read

$$e(y)<e(x)-(y-x)o(u),\qquad e(y)<e(x)+(x+y)o(u).$$

The first suffices if $o(u)\ge0$, the second if $o(u)\le0$. Without $w\ge0$ the decrease fails, because $e$ is even.

```lean
/-- With at least two levels, the ground energy is strictly concave in the field and strictly
decreasing for `w ≥ 0`. -/
theorem groundEnergy_strict {N : ℕ} (hN : 1 ≤ N) :
    StrictConcaveOn ℝ Set.univ (groundEnergy N) ∧
      StrictAntiOn (groundEnergy N) (Set.Ici 0) := by
  refine ⟨⟨convex_univ, fun x _ y _ hxy a b ha hb hab => ?_⟩, fun x hx y _ hxy => ?_⟩
  · simp only [smul_eq_mul]
    obtain ⟨u, hu⟩ := exists_ground N (a * x + b * y)
    have hx : x ≠ a * x + b * y := fun h => by
      have h0 : b * (x - y) = 0 := by linear_combination h + x * hab
      exact mul_ne_zero hb.ne' (sub_ne_zero.2 hxy) h0
    have hy : y ≠ a * x + b * y := fun h => by
      have h0 : a * (y - x) = 0 := by linear_combination h + y * hab
      exact mul_ne_zero ha.ne' (sub_ne_zero.2 hxy.symm) h0
    have tx := mul_lt_mul_of_pos_left (groundEnergy_lt_tangent hN hu hx) ha
    have ty := mul_lt_mul_of_pos_left (groundEnergy_lt_tangent hN hu hy) hb
    refine (add_lt_add tx ty).trans_eq ?_
    linear_combination
      (groundEnergy N (a * x + b * y) + (a * x + b * y) * orientation u) * hab
  · have hx0 : 0 ≤ x := hx
    obtain ⟨u, hu⟩ := exists_ground N x
    have t1 := groundEnergy_lt_tangent hN hu hxy.ne'
    have t2 := groundEnergy_lt_tangent hN hu (by linarith : -y < x).ne
    rw [groundEnergy_neg] at t2
    -- in one of the two field directions the tangent line does not rise
    rcases le_total 0 (orientation u) with h | h
    · nlinarith [mul_nonneg (sub_nonneg.2 hxy.le) h]
    · nlinarith [mul_nonneg (by linarith : 0 ≤ y + x) (neg_nonneg.2 h)]

end

end PendularRotor
```

```lean
#print axioms PendularRotor.pendular_orientation
#print axioms PendularRotor.groundEnergy_strict
```

```
'PendularRotor.pendular_orientation' depends on axioms: [propext, Classical.choice, Quot.sound]
'PendularRotor.groundEnergy_strict' depends on axioms: [propext, Classical.choice, Quot.sound]
```

## Two levels in numbers

For $N=1$ the coupling is $1/\sqrt3$ and $e(w)=1-\sqrt{1+w^2/3}$.

- At $w_1=3$: $e=-1$, $u_1=(\sqrt3,1)/2$ and $o(u_1)=1/2$.
- At $w_2=2\sqrt6\approx4.90$: $e=-2$, $u_2=(\sqrt2,1)/\sqrt3$ and $o(u_2)=2\sqrt6/9\approx0.544$.

## The truncation as a choice of model

The statement fixes one finite $N$ and says nothing about convergence as $N$ grows, excited states or $M\neq0$. A model with all levels $J\ge0$ would describe the full $M=0$ rotor, but $D$ would then be unbounded, and the finite spectral theorem used here would no longer supply a ground vector.

For Stark calculations on this model of a rigid linear polar molecule in the $M=0$ basis $J=0,\dots,N$ with $N\ge1$, the result gives a consistency check: at fixed $N$, the exact ground-state orientation must rise with the field strength.
